# Particle–hole symmetry of the lattice kinetic functional for bipartite hopping

Spinless fermions hop on a finite set of sites. The real matrix T holds the hopping amplitudes, m_i is the mean occupation of site i, and g is the one-particle density matrix, with the occupations on its diagonal. The kinetic energy is

tr(Tg) = Σ_i Σ_j T_ij g_ji.

At fixed occupations, G(m) denotes the infimum of this energy over ensembles, whose particle number may fluctuate; it is not a Green's function. The question is what happens to G when every m_i is replaced by 1 − m_i, so that electrons and holes trade places. If hopping only joins opposite sublattices, the value stays the same:

G(1 − m) = G(m), for 0 ≤ m_i ≤ 1.

In density functional theory on a lattice, this is an exact condition on the kinetic functional of non-interacting fermions on finitely many sites with bipartite hopping.

```lean
import Mathlib

open Matrix

namespace LatticeParticleHole

noncomputable section

variable {ι : Type*} [Fintype ι] [DecidableEq ι]
```

## Density matrices and the functional

The Pauli principle requires 0 ≤ g ≤ 1. In `Admissible m g` this is written with quadratic forms: for every real vector x,

0 ≤ x·gx ≤ x·x.

The other two fields say that g is symmetric and has diagonal m. The sites form the finite type `ι`, and x·gx appears as `x ⬝ᵥ g *ᵥ x`.

```lean
/-- A one-particle density matrix with site occupations `m`: real symmetric,
`0 ≤ g ≤ 1` as quadratic forms, and diagonal `m`. -/
structure Admissible {ι : Type*} [Fintype ι] (m : ι → ℝ) (g : Matrix ι ι ℝ) : Prop where
  isSymm : gᵀ = g
  nonneg : ∀ x : ι → ℝ, 0 ≤ x ⬝ᵥ g *ᵥ x
  le_one : ∀ x : ι → ℝ, x ⬝ᵥ g *ᵥ x ≤ x ⬝ᵥ x
  diag : ∀ i, g i i = m i
```

The physical reading assumes that these matrices are the real one-particle density matrices of fermion ensembles, whose particle number may fluctuate. An ensemble can also have a complex Hermitian g, but for a real symmetric T this does not change the infimum: the real part of g has the same diagonal, obeys the same bounds and gives the same energy. The definitions work with the matrices alone.

The energies reachable at occupations m form a set of real numbers.

```lean
/-- The kinetic energies `tr (T g)` reachable with site occupations `m`. -/
def energies {ι : Type*} [Fintype ι] (T : Matrix ι ι ℝ) (m : ι → ℝ) : Set ℝ :=
  {E | ∃ g, Admissible m g ∧ E = trace (T * g)}
```

G is the infimum of that set. Lean's `sInf` returns a number even for an empty or unbounded set, so it has to be shown below that neither case occurs for occupations between 0 and 1.

```lean
/-- The lattice kinetic functional: the infimum of `tr (T g)` at site occupations `m`,
for occupations between 0 and 1. -/
def G {ι : Type*} [Fintype ι] (T : Matrix ι ι ℝ) (m : ι → ℝ) : ℝ := sInf (energies T m)
```

## Two sublattices and the hole transform

A colouring c assigns each site to one of two sublattices. `Bipartite c T` says that a nonzero T_ij joins sites of different colour. This describes, for example, nearest-neighbour hopping on an open chain. It also forces T_ii = 0, so there are no site energies. T need not be symmetric for the theorems, although a physical real hopping matrix is.

```lean
/-- Hopping is bipartite for the colouring `c` if it only connects sites of different colour. -/
def Bipartite {ι : Type*} (c : ι → Bool) (T : Matrix ι ι ℝ) : Prop :=
  ∀ i j, T i j ≠ 0 → c i ≠ c j
```

Let s_i = +1 on one sublattice and s_i = −1 on the other, and let S be the diagonal matrix of these signs.

```lean
/-- The sublattice sign: `+1` on one sublattice, `-1` on the other. -/
def sgn {ι : Type*} (c : ι → Bool) (i : ι) : ℝ := if c i then 1 else -1
```

The particle–hole transformation replaces the annihilation operator on site i by s_i times the creation operator. On a real density matrix it acts as

g ↦ 1 − SgS.

The name `hole` refers to this signed version, not to the plain hole density matrix 1 − g.

```lean
/-- The hole transform `1 - S g S`, with `S` the diagonal matrix of sublattice signs. -/
def hole (c : ι → Bool) (g : Matrix ι ι ℝ) : Matrix ι ι ℝ :=
  1 - diagonal (sgn c) * g * diagonal (sgn c)
```

## The infimum is a genuine one

Let e_i be the unit vector on site i. Putting x = e_i ± e_j into 0 ≤ x·gx gives

0 ≤ m_i + m_j ± 2 g_ij,

and therefore

|g_ij| ≤ (m_i + m_j)/2.

In the code, `hp` and `hq` are the two sign choices. Symmetry identifies g_ji with g_ij, and `linarith` combines the inequalities.

```lean
/-- In an admissible density matrix, the absolute value of the entry for two sites is at most the
mean of their occupations. -/
theorem abs_entry_le {m : ι → ℝ} {g : Matrix ι ι ℝ} (h : Admissible m g) (i j : ι) :
    |g i j| ≤ (m i + m j) / 2 := by
  -- test positivity on the bonding and antibonding combinations of the two sites
  have hp := h.nonneg (Pi.single i 1 + Pi.single j 1)
  have hq := h.nonneg (Pi.single i 1 - Pi.single j 1)
  simp only [Matrix.mulVec_add, Matrix.mulVec_sub, dotProduct_add, dotProduct_sub,
    add_dotProduct, sub_dotProduct, Matrix.mulVec_single_one, single_dotProduct,
    Matrix.col_apply, one_mul] at hp hq
  have hs : g j i = g i j := congrFun (congrFun h.isSymm i) j
  have hi := h.diag i
  have hj := h.diag j
  rw [abs_le]
  constructor <;> linarith
```

Every term of the energy is now bounded from below:

tr(Tg) ≥ −Σ_i Σ_j |T_ij| (m_j + m_i)/2.

The set of energies is also nonempty, because the diagonal matrix of occupations is admissible. Its quadratic form is Σ_i m_i x_i², which lies between 0 and Σ_i x_i² when 0 ≤ m_i ≤ 1. `G_isGLB` checks these two facts in the opposite order and concludes that G(m) is the greatest lower bound of the reachable energies.

```lean
/-- For occupations between 0 and 1, `G T m` is the greatest lower bound of the
reachable kinetic energies. -/
theorem G_isGLB (T : Matrix ι ι ℝ) {m : ι → ℝ} (hm : ∀ i, 0 ≤ m i ∧ m i ≤ 1) :
    IsGLB (energies T m) (G T m) := by
  apply isGLB_csInf
  · -- the diagonal matrix of occupations is admissible
    refine ⟨_, diagonal m, ⟨diagonal_transpose m, fun x => ?_, fun x => ?_, fun i => ?_⟩, rfl⟩
    · simp only [dotProduct, Matrix.mulVec_diagonal]
      refine Finset.sum_nonneg fun i _ => ?_
      nlinarith [mul_nonneg (hm i).1 (mul_self_nonneg (x i))]
    · simp only [dotProduct, Matrix.mulVec_diagonal]
      refine Finset.sum_le_sum fun i _ => ?_
      nlinarith [mul_nonneg (sub_nonneg.2 (hm i).2) (mul_self_nonneg (x i))]
    · exact diagonal_apply_eq m i
  · -- bounded coherences bound the energy
    refine ⟨∑ i, ∑ j, -(|T i j| * ((m j + m i) / 2)), ?_⟩
    rintro E ⟨g, h, rfl⟩
    simp only [Matrix.trace, Matrix.diag_apply, Matrix.mul_apply]
    refine Finset.sum_le_sum fun i _ => Finset.sum_le_sum fun j _ => ?_
    have h1 := neg_abs_le (T i j * g j i)
    rw [abs_mul] at h1
    have h2 := mul_le_mul_of_nonneg_left (abs_entry_le h j i) (abs_nonneg (T i j))
    linarith
```

## From filling m to filling 1 − m

The signs satisfy

s_i² = 1.

```lean
theorem sgn_mul_self {ι : Type*} (c : ι → Bool) (i : ι) : sgn c i * sgn c i = 1 := by
  unfold sgn
  split <;> norm_num
```

Entry by entry, with δ_ij the identity matrix, the transform reads

hole(g)_ij = δ_ij − s_i g_ij s_j.

```lean
theorem hole_apply (c : ι → Bool) (g : Matrix ι ι ℝ) (i j : ι) :
    hole c g i j = (1 : Matrix ι ι ℝ) i j - sgn c i * g i j * sgn c j := by
  simp only [hole, Matrix.sub_apply, Matrix.mul_diagonal, Matrix.diagonal_mul]
```

For any x, moving the signs onto the vector gives

x·hole(g)x = x·x − (Sx)·g(Sx).

Since (Sx)·(Sx) = x·x, the bounds 0 ≤ g ≤ 1 at Sx become the same bounds for hole(g) at x, with their roles exchanged: g ≤ 1 gives hole(g) ≥ 0, and g ≥ 0 gives hole(g) ≤ 1. Symmetry is preserved, and the diagonal becomes

1 − s_i² m_i = 1 − m_i.

In the proof, `key` is the identity for the quadratic form and `hn` is the equality of norms. The four final bullets are the four fields of `Admissible`. Bipartite hopping has not been used yet.

```lean
/-- The hole transform turns a density matrix with occupations `m` into one with
occupations `1 - m`. -/
theorem hole_admissible (c : ι → Bool) {m : ι → ℝ} {g : Matrix ι ι ℝ}
    (h : Admissible m g) : Admissible (1 - m) (hole c g) := by
  -- the quadratic form of the hole matrix, in terms of the sign-flipped vector
  have key : ∀ x : ι → ℝ, x ⬝ᵥ hole c g *ᵥ x =
      x ⬝ᵥ x - (fun i => sgn c i * x i) ⬝ᵥ g *ᵥ (fun i => sgn c i * x i) := by
    intro x
    have hD : diagonal (sgn c) *ᵥ x = fun i => sgn c i * x i :=
      funext fun i => Matrix.mulVec_diagonal _ _ i
    rw [hole, Matrix.sub_mulVec, Matrix.one_mulVec, dotProduct_sub,
      ← Matrix.mulVec_mulVec, ← Matrix.mulVec_mulVec, hD]
    congr 1
    simp only [dotProduct, Matrix.mulVec_diagonal]
    exact Finset.sum_congr rfl fun i _ => by ring
  have hn : ∀ x : ι → ℝ,
      (fun i => sgn c i * x i) ⬝ᵥ (fun i => sgn c i * x i) = x ⬝ᵥ x := by
    intro x
    simp only [dotProduct]
    exact Finset.sum_congr rfl fun i _ => by
      linear_combination (x i * x i) * sgn_mul_self c i
  refine ⟨?_, fun x => ?_, fun x => ?_, fun i => ?_⟩
  · simp only [hole, Matrix.transpose_sub, Matrix.transpose_one, Matrix.transpose_mul,
      Matrix.diagonal_transpose, h.isSymm, Matrix.mul_assoc]
  · rw [key]
    linarith [h.le_one (fun i => sgn c i * x i), hn x]
  · rw [key]
    linarith [h.nonneg (fun i => sgn c i * x i)]
  · rw [hole_apply, Matrix.one_apply_eq, h.diag, Pi.sub_apply, Pi.one_apply]
    linear_combination (-(m i)) * sgn_mul_self c i
```

## The kinetic energy does not change

Compare tr(T hole(g)) with tr(Tg) term by term. If T_ij = 0, both terms vanish. If T_ij ≠ 0, the sites have different colours, so j ≠ i and s_j s_i = −1. Hence

hole(g)_ji = 0 − s_j g_ji s_i = g_ji.

The transform leaves coherences between the sublattices alone, and these are the only entries of g that the hopping energy sees. The case split on `T i j = 0` follows this argument directly.

```lean
/-- For bipartite hopping the hole transform leaves the kinetic energy unchanged. -/
theorem trace_hole {c : ι → Bool} {T : Matrix ι ι ℝ} (hT : Bipartite c T)
    (g : Matrix ι ι ℝ) : trace (T * hole c g) = trace (T * g) := by
  simp only [Matrix.trace, Matrix.diag_apply, Matrix.mul_apply]
  refine Finset.sum_congr rfl fun i _ => Finset.sum_congr rfl fun j _ => ?_
  by_cases h0 : T i j = 0
  · rw [h0, zero_mul, zero_mul]
  · -- a bond joins distinct sites of opposite sign
    have hc := hT i j h0
    have hji : j ≠ i := fun e => hc (by rw [e])
    have hs : sgn c j * sgn c i = -1 := by
      unfold sgn
      cases hi : c i <;> cases hj : c j <;> simp_all
    rw [hole_apply, Matrix.one_apply_ne hji]
    linear_combination (-(T i j * g j i)) * hs
```

An open chain of three sites with hopping −1 shows the step in a calculation. One particle in the lowest orbital (1/2, 1/√2, 1/2) gives occupations (1/4, 1/2, 1/4) and

g_12 = g_23 = 1/(2√2), g_13 = 1/4,

tr(Tg) = −2(g_12 + g_23) = −√2.

The hole transform keeps g_12 and g_23, changes g_13 to −1/4, and gives occupations (3/4, 1/2, 3/4). This is the two-particle state that fills the orbitals of energy −√2 and 0, so its energy is again −√2. The transform gives this two-particle density matrix directly from the one-particle one, without using the orbital of energy 0.

## Equal energies for electrons and holes

Each energy reachable at m is also reachable at 1 − m, by the transformed matrix. Applying this inclusion to 1 − m leads back to m, because 1 − (1 − m) = m. The two sets of energies are therefore equal, and so are their infima.

In `particle_hole_symmetry`, `sub` is the inclusion and `heq` the equality of sets. The theorem has two conclusions: G(m) is the greatest lower bound of the energies at filling 1 − m, and G(1 − m) = G(m).

```lean
/-- Particle-hole symmetry: for bipartite hopping and occupations between 0 and 1, `G T m` is
the greatest lower bound of the energies at occupations `1 - m`, and `G (1 - m) = G m`. -/
theorem particle_hole_symmetry {c : ι → Bool} {T : Matrix ι ι ℝ} (hT : Bipartite c T)
    {m : ι → ℝ} (hm : ∀ i, 0 ≤ m i ∧ m i ≤ 1) :
    IsGLB (energies T (1 - m)) (G T m) ∧ G T (1 - m) = G T m := by
  have sub : ∀ n : ι → ℝ, energies T n ⊆ energies T (1 - n) := by
    rintro n E ⟨g, h, rfl⟩
    exact ⟨hole c g, hole_admissible c h, (trace_hole hT g).symm⟩
  -- applying the transform twice returns to the original filling
  have heq : energies T (1 - m) = energies T m := by
    refine Set.Subset.antisymm ?_ (sub m)
    have h := sub (1 - m)
    rwa [sub_sub_cancel] at h
  exact ⟨heq ▸ G_isGLB T hm, by rw [G, G, heq]⟩
```

## Uniform half filling lies lowest

Average an admissible g with its hole transform:

ḡ = (g + hole(g))/2.

Its diagonal is (m_i + 1 − m_i)/2 = 1/2. The bounds 0 ≤ ḡ ≤ 1 follow by averaging, and the energy is still tr(Tg). Therefore

G(1/2, …, 1/2) ≤ tr(Tg)

for every admissible g, whatever its filling. The particle number is free in this comparison. Other occupations can reach the same lowest value, as (1/4, 1/2, 1/4) does in the three-site chain above.

```lean
/-- For bipartite hopping, no density matrix of any filling has a kinetic energy below
the value of `G` at uniform half filling. -/
theorem half_filling_lowest {c : ι → Bool} {T : Matrix ι ι ℝ} (hT : Bipartite c T)
    {m : ι → ℝ} {g : Matrix ι ι ℝ} (h : Admissible m g) :
    G T (fun _ => 1 / 2) ≤ trace (T * g) := by
  have h' := hole_admissible c h
  refine (G_isGLB T (fun _ => by norm_num)).1
    ⟨(1 / 2 : ℝ) • (g + hole c g), ⟨?_, fun x => ?_, fun x => ?_, fun i => ?_⟩, ?_⟩
  · rw [Matrix.transpose_smul, Matrix.transpose_add, h.isSymm, h'.isSymm]
  · rw [Matrix.smul_mulVec, Matrix.add_mulVec, dotProduct_smul, dotProduct_add, smul_eq_mul]
    linarith [h.nonneg x, h'.nonneg x]
  · rw [Matrix.smul_mulVec, Matrix.add_mulVec, dotProduct_smul, dotProduct_add, smul_eq_mul]
    linarith [h.le_one x, h'.le_one x]
  · rw [Matrix.smul_apply, Matrix.add_apply, h.diag, h'.diag, Pi.sub_apply, Pi.one_apply,
      smul_eq_mul]
    ring
  · rw [Matrix.mul_smul, Matrix.mul_add, Matrix.trace_smul, Matrix.trace_add,
      trace_hole hT, smul_eq_mul]
    ring
```

## A triangle breaks the symmetry

Three mutually connected sites cannot be coloured with two colours so that every bond joins different colours. Take hopping −1 on each bond.

```lean
/-- Hopping of amplitude `-1` on a triangle. -/
def triangle : Matrix (Fin 3) (Fin 3) ℝ := !![0, -1, -1; -1, 0, -1; -1, -1, 0]
```

The uniform orbital has energy −2, and the other two orbitals have energy +1. At uniform occupation n with 1/3 ≤ n ≤ 1, one particle fills the uniform orbital and the remaining 3n − 1 go into the others, so that

G(n, n, n) = −2 + (3n − 1) = −3(1 − n).

For the lower bound, put x = (1, 1, 1) into x·gx ≤ x·x. This gives

3n + Σ_{i≠j} g_ij ≤ 3,

tr(Tg) = −Σ_{i≠j} g_ij ≥ −3(1 − n).

The bound is reached by the matrix with diagonal n and off-diagonal entries (1 − n)/2. It is admissible because

x·gx = (3n − 1)/2 · Σ_i x_i² + (1 − n)/2 · (Σ_i x_i)² ≥ 0,

x·x − x·gx = (1 − n)/2 · [(x_0 − x_1)² + (x_1 − x_2)² + (x_2 − x_0)²] ≥ 0.

The code numbers the sites 0, 1, 2, as in the last line. The two `nlinarith` calls receive these nonnegative products, and `IsLeast.csInf_eq` turns an attained lower bound into the value of G.

```lean
/-- On the triangle with uniform occupation `n` between `1/3` and `1`, the kinetic
functional equals `-3 (1 - n)`. -/
theorem G_triangle {n : ℝ} (h1 : 1 / 3 ≤ n) (h2 : n ≤ 1) :
    G triangle (fun _ => n) = -3 * (1 - n) := by
  apply IsLeast.csInf_eq
  constructor
  · -- the minimiser fills the uniform orbital completely
    refine ⟨!![n, (1 - n) / 2, (1 - n) / 2; (1 - n) / 2, n, (1 - n) / 2;
      (1 - n) / 2, (1 - n) / 2, n], ⟨?_, fun x => ?_, fun x => ?_, fun i => ?_⟩, ?_⟩
    · ext i j
      fin_cases i <;> fin_cases j <;> simp
    · simp [dotProduct, Matrix.mulVec, Fin.sum_univ_three]
      nlinarith [mul_nonneg (by linarith : 0 ≤ 3 * n - 1)
          (by positivity : 0 ≤ x 0 ^ 2 + x 1 ^ 2 + x 2 ^ 2),
        mul_nonneg (sub_nonneg.2 h2) (sq_nonneg (x 0 + x 1 + x 2))]
    · simp [dotProduct, Matrix.mulVec, Fin.sum_univ_three]
      nlinarith [mul_nonneg (sub_nonneg.2 h2)
        (by positivity : 0 ≤ (x 0 - x 1) ^ 2 + (x 1 - x 2) ^ 2 + (x 2 - x 0) ^ 2)]
    · fin_cases i <;> simp
    · simp [triangle, Matrix.trace, Fin.sum_univ_three]
      ring
  · -- the uniform orbital holds at most one particle
    rintro E ⟨g, h, rfl⟩
    have hu := h.le_one (fun _ => 1)
    have d0 : g 0 0 = n := h.diag 0
    have d1 : g 1 1 = n := h.diag 1
    have d2 : g 2 2 = n := h.diag 2
    simp only [dotProduct, Matrix.mulVec, Fin.sum_univ_three, mul_one, one_mul] at hu
    simp only [Matrix.trace, Matrix.diag_apply, Matrix.mul_apply, Fin.sum_univ_three]
    simp [triangle]
    linarith
```

At n = 1/3 the value is −2, while at the complementary filling n = 2/3 it is −1. A symmetric hopping matrix with zero diagonal is thus not enough for particle–hole symmetry of G. In the name `triangle_not_symmetric`, the missing symmetry is that of the functional; the matrix itself is symmetric.

```lean
/-- On the triangle, uniform occupation `1/3` and its hole counterpart have different
values of the kinetic functional. -/
theorem triangle_not_symmetric :
    G triangle (1 - fun _ => 1 / 3) ≠ G triangle (fun _ => 1 / 3) := by
  have e : (1 - fun _ => 1 / 3 : Fin 3 → ℝ) = fun _ => 2 / 3 := by
    funext i
    rw [Pi.sub_apply, Pi.one_apply]
    norm_num
  rw [e, G_triangle (by norm_num) (by norm_num), G_triangle (by norm_num) (by norm_num)]
  norm_num

end

end LatticeParticleHole
```

```lean
#print axioms LatticeParticleHole.particle_hole_symmetry
-- 'LatticeParticleHole.particle_hole_symmetry' depends on axioms: [propext, Classical.choice, Quot.sound]
#print axioms LatticeParticleHole.half_filling_lowest
-- 'LatticeParticleHole.half_filling_lowest' depends on axioms: [propext, Classical.choice, Quot.sound]
#print axioms LatticeParticleHole.triangle_not_symmetric
-- 'LatticeParticleHole.triangle_not_symmetric' depends on axioms: [propext, Classical.choice, Quot.sound]
```
